# A unique critical wavevector for the RPA plasmon of the uniform electron gas

A fast electron passing through a metal can excite a plasmon. At long wavelengths the plasmon lies above the electron–hole pair excitations, but as the wavevector q grows, the pair continuum rises to meet it. Does the undamped plasmon end at one definite q? In the random phase approximation (RPA) for the three-dimensional gas at zero temperature, it does, at every density.

```lean
import Mathlib

open Set Filter Topology

namespace RPAPlasmonCriticalWavevector

noncomputable section
```

This loads the library Mathlib and opens a namespace.

## The dielectric function in reduced variables

```lean
/-- The function `h(z) = (1 + z) ln(1 + 1/z) - 1` of the reduced wavevector `z = q/(2 k_F)`. -/
def edgeFn (z : ℝ) : ℝ := (1 + z) * Real.log (1 + 1 / z) - 1
```

Let k_F and v_F be the Fermi wavevector and velocity, ω the frequency, and ħ = 1. The reduced wavevector is z = q/(2k_F), and `edgeFn` is

h(z) = (1 + z) ln(1 + 1/z) − 1.

```lean
/-- The logarithmic term `(1 - x²) ln|(x + 1)/(x - 1)|` of the Lindhard function. -/
def lobe (x : ℝ) : ℝ := (1 - x ^ 2) * (Real.log |x + 1| - Real.log |x - 1|)
```

For x ≠ ±1, `lobe` is ℓ(x) = (1 − x²) ln|(x + 1)/(x − 1)|.

```lean
/-- Real part of the Lindhard function, in units of the density of states at the Fermi level,
at `z = q/(2 k_F)` and `u = ω/(q v_F)`. -/
def lindhard (z u : ℝ) : ℝ := 1 / 2 + (lobe (u + z) - lobe (u - z)) / (8 * z)
```

With u = ω/(q v_F), the real Lindhard function is

F(z,u) = 1/2 + [ℓ(u + z) − ℓ(u − z)]/(8z).

```lean
/-- Real part of the RPA dielectric function at coupling `c`. -/
def eps (c z u : ℝ) : ℝ := 1 + c / z ^ 2 * lindhard z u
```

The real part of the dielectric function ε is 1 + (c/z²) F. Pairs have energies up to q v_F + q²/(2m), with m the electron mass, so the continuum ends at u = 1 + z. Forgetting the recoil term q²/(2m) would misplace this edge at u = 1. On this edge and above it the imaginary part of ε vanishes, so ε equals its real part there; that is physical input, since the code defines only the real part.

```lean
/-- The coupling `c = α r_s / π` with `α = (4/(9π))^(1/3)`. -/
def coupling (rs : ℝ) : ℝ := (4 / (9 * Real.pi)) ^ (1 / 3 : ℝ) * rs / Real.pi
```

The coupling c = α r_s/π measures the Coulomb interaction against the kinetic energy; r_s is the radius, in Bohr radii, of a sphere whose volume equals the volume per electron. The gas is taken as spin-unpolarised, so that k_F = 1/(α r_s) in inverse Bohr radii.

```lean
/-- The logarithmic term of the Lindhard function is continuous everywhere, also at `x = ±1`. -/
theorem lobe_continuous : Continuous lobe := by
  have e : lobe = fun x => (x + 1) * ((x - 1) * Real.log (x - 1))
      - (x - 1) * ((x + 1) * Real.log (x + 1)) := by
    funext x
    simp only [lobe, Real.log_abs]
    ring
  have h1 : Continuous fun x : ℝ => (x - 1) * Real.log (x - 1) :=
    Real.continuous_mul_log.comp (by fun_prop : Continuous fun x : ℝ => x - 1)
  have h2 : Continuous fun x : ℝ => (x + 1) * Real.log (x + 1) :=
    Real.continuous_mul_log.comp (by fun_prop : Continuous fun x : ℝ => x + 1)
  rw [e]
  exact ((by fun_prop : Continuous fun x : ℝ => x + 1).mul h1).sub
    ((by fun_prop : Continuous fun x : ℝ => x - 1).mul h2)
```

Lean sets log 0 = 0, so `lobe 1 = 0` alone says nothing about the limit. Continuity does: ℓ is a combination of terms y ln|y|, which tend to 0 with y. The edge value of ε is therefore a true limit.

## Above the continuum

```lean
/-- Two-sided bound on `ln((x + 1)/(x - 1))` for `x > 1`. -/
theorem log_bounds {x : ℝ} (hx : 1 < x) :
    2 / x ≤ Real.log (x + 1) - Real.log (x - 1) ∧
      Real.log (x + 1) - Real.log (x - 1) < 2 * x / ((x - 1) * (x + 1)) := by
  obtain ⟨y, rfl⟩ : ∃ y, x = y + 1 := ⟨x - 1, by ring⟩
  have hy : 0 < y := by linarith
  rw [add_sub_cancel_right, ← Real.log_div (by positivity) hy.ne']
  constructor
  · have b := Real.le_log_one_add_of_nonneg (x := 2 / y) (by positivity)
    have e1 : 2 * (2 / y) / (2 / y + 2) = 2 / (y + 1) := by field_simp; ring
    have e2 : 1 + 2 / y = (y + 1 + 1) / y := by field_simp; ring
    rwa [e1, e2] at b
  · -- `t < sinh t` at `t = ln((x + 1)/(x - 1))`
    have ht : 1 < (y + 1 + 1) / y := by
      rw [lt_div_iff₀ hy]
      linarith
    have s := Real.self_lt_sinh_iff.2 (Real.log_pos ht)
    rw [Real.sinh_log (by positivity)] at s
    have e : ((y + 1 + 1) / y - ((y + 1 + 1) / y)⁻¹) / 2
        = 2 * (y + 1) / (y * (y + 1 + 1)) := by field_simp; ring
    rwa [e] at s
```

A theorem lists its hypotheses, then after the colon its claim, and after `:= by` its proof. Write L(x) = ln((x + 1)/(x − 1)). For x > 1,

2/x ≤ L(x) < 2x/(x² − 1).

The lower bound is ln(1 + s) ≥ 2s/(s + 2) at s = 2/(x − 1). The upper bound is t < sinh t at t = L(x).

```lean
/-- At fixed wavevector the dielectric function increases strictly with frequency from the upper
edge `u = 1 + z` of the particle-hole continuum onwards. -/
theorem eps_strictMonoOn {c z : ℝ} (hc : 0 < c) (hz : 0 < z) :
    StrictMonoOn (eps c z) (Ici (1 + z)) := by
  have dL : ∀ x : ℝ, 1 < x → HasDerivAt (fun x => Real.log (x + 1) - Real.log (x - 1))
      (1 / (x + 1) - 1 / (x - 1)) x := fun x hx =>
    (((hasDerivAt_id' x).add_const 1).log (by linarith)).fun_sub
      (((hasDerivAt_id' x).sub_const 1).log (sub_pos.2 hx).ne')
  have k : ∀ x : ℝ, 1 < x → 1 / (x + 1) - 1 / (x - 1) = -2 / ((x - 1) * (x + 1)) := by
    intro x hx
    have h1 : x - 1 ≠ 0 := (sub_pos.2 hx).ne'
    have h2 : x + 1 ≠ 0 := by linarith
    field_simp
    ring
  -- `x ln((x + 1)/(x - 1))` decreases
  have anti : StrictAntiOn (fun x : ℝ => x * (Real.log (x + 1) - Real.log (x - 1))) (Ioi 1) := by
    have d := fun (x : ℝ) (hx : 1 < x) => (hasDerivAt_id' x).fun_mul (dL x hx)
    apply strictAntiOn_of_deriv_neg (convex_Ioi 1)
    · exact fun x hx => (d x hx).continuousAt.continuousWithinAt
    · intro x hx
      rw [interior_Ioi, mem_Ioi] at hx
      rw [(d x hx).deriv, k x hx]
      have b := (log_bounds hx).2
      have e : x * (-2 / ((x - 1) * (x + 1))) = -(2 * x / ((x - 1) * (x + 1))) := by ring
      linarith
  have dl : ∀ x : ℝ, 1 < x →
      HasDerivAt lobe (2 - 2 * (x * (Real.log (x + 1) - Real.log (x - 1)))) x := by
    intro x hx
    have e : lobe = fun x => (1 - x ^ 2) * (Real.log (x + 1) - Real.log (x - 1)) := by
      funext x
      simp only [lobe, Real.log_abs]
    have p : HasDerivAt (fun x : ℝ => 1 - x ^ 2) (-(2 * x)) x := by
      simpa using (hasDerivAt_pow 2 x).const_sub 1
    have q : (1 - x ^ 2) * (1 / (x + 1) - 1 / (x - 1)) = 2 := by
      have h : (x - 1) * (x + 1) ≠ 0 := (mul_pos (sub_pos.2 hx) (by linarith)).ne'
      rw [k x hx, ← mul_div_assoc, div_eq_iff h]
      ring
    rw [e]
    exact (p.fun_mul (dL x hx)).congr_deriv (by linear_combination q)
  have D : StrictMonoOn (fun u => lobe (u + z) - lobe (u - z)) (Ici (1 + z)) := by
    apply strictMonoOn_of_deriv_pos (convex_Ici _)
    · exact ((lobe_continuous.comp (by fun_prop : Continuous fun u : ℝ => u + z)).sub
        (lobe_continuous.comp (by fun_prop : Continuous fun u : ℝ => u - z))).continuousOn
    · intro u hu
      rw [interior_Ici, mem_Ioi] at hu
      have h1 : 1 < u + z := by linarith
      have h2 : 1 < u - z := by linarith
      rw [((dl _ h1).comp_add_const u z |>.fun_sub ((dl _ h2).comp_sub_const u z)).deriv]
      have a := anti (mem_Ioi.2 h2) (mem_Ioi.2 h1) (by linarith)
      dsimp only at a
      linarith
  intro u hu v hv huv
  have a := div_lt_div_of_pos_right (D hu hv huv) (by positivity : 0 < 8 * z)
  have b : lindhard z u < lindhard z v := by
    unfold lindhard
    dsimp only at a
    linarith
  have m := mul_lt_mul_of_pos_left b (by positivity : 0 < c / z ^ 2)
  unfold eps
  linarith
```

`Ici (1 + z)` is the interval [1 + z, ∞). Since L′ = −2/(x² − 1),

(xL)′ = L − 2x/(x² − 1) < 0,
ℓ′ = 2 − 2xL.

So ℓ′ increases, and ∂/∂u [ℓ(u + z) − ℓ(u − z)] = ℓ′(u + z) − ℓ′(u − z) > 0 above the edge. Continuity includes the edge itself. Hence ε rises strictly with u, and has at most one zero there.

```lean
/-- At every wavevector the dielectric function is positive at some frequency above the
particle-hole continuum. -/
theorem eps_pos_above {c z : ℝ} (hc : 0 < c) (hz : 0 < z) : ∃ u, 1 + z < u ∧ 0 < eps c z u := by
  obtain ⟨w, hw⟩ : ∃ w, w = 2 + c / z ^ 3 := ⟨_, rfl⟩
  have hk : 0 < c / z ^ 3 := by positivity
  have w1 : 1 < w := by linarith
  have w0 : 0 < w := by linarith
  refine ⟨w + z, by linarith, ?_⟩
  have lo : -(2 * (w + z + z)) < lobe (w + z + z) := by
    have b := (log_bounds (x := w + z + z) (by linarith)).2
    rw [lt_div_iff₀ (mul_pos (by linarith) (by linarith))] at b
    simp only [lobe, Real.log_abs]
    linarith
  have up : lobe w ≤ 2 / w - 2 * w := by
    have b := mul_le_mul_of_nonneg_left (log_bounds w1).1 (by nlinarith : 0 ≤ w ^ 2 - 1)
    have e : (w ^ 2 - 1) * (2 / w) = 2 * w - 2 / w := by field_simp
    simp only [lobe, Real.log_abs]
    linarith
  have a : (-(4 * z) - 2 / w) / (8 * z) ≤ (lobe (w + z + z) - lobe w) / (8 * z) :=
    div_le_div_of_nonneg_right (by linarith) (by positivity)
  have m := mul_le_mul_of_nonneg_left a (by positivity : 0 ≤ c / z ^ 2)
  have e : c / z ^ 2 * (1 / 2) + c / z ^ 2 * ((-(4 * z) - 2 / w) / (8 * z))
      = -(c / z ^ 3 / (4 * w)) := by field_simp; ring
  have s : c / z ^ 3 / (4 * w) < 1 := by
    rw [div_lt_one (by positivity)]
    linarith
  unfold eps lindhard
  rw [add_sub_cancel_right, mul_add]
  linarith
```

Take w = 2 + c/z³ and u = w + z. The two bounds give ℓ(w + 2z) > −2(w + 2z) and ℓ(w) ≤ 2/w − 2w, so

F > 1/2 + (−4z − 2/w)/(8z) = −1/(4zw),
ε > 1 − c/(4z³w) > 0.

The tactics `field_simp` and `ring` do the algebra; `linarith` combines the linear inequalities.

## The edge equation and its single root

```lean
/-- On the upper edge of the particle-hole continuum the dielectric function is
`1 - c h(z)/(2 z²)`. -/
theorem eps_edge (c : ℝ) {z : ℝ} (hz : 0 < z) :
    eps c z (1 + z) = 1 - c * edgeFn z / (2 * z ^ 2) := by
  have l : lobe (1 + z + z) = -(4 * z * (1 + z)) * Real.log (1 + 1 / z) := by
    have e : 1 + 1 / z = (1 + z + z + 1) / (1 + z + z - 1) := by
      rw [show 1 + z + z - 1 = 2 * z by ring]
      field_simp
      ring
    have h : 0 < 1 + z + z - 1 := by linarith
    rw [e, Real.log_div (by positivity) h.ne']
    simp only [lobe, Real.log_abs]
    ring
  have l1 : lobe 1 = 0 := by simp [lobe]
  unfold eps lindhard edgeFn
  rw [add_sub_cancel_right, l, l1]
  generalize Real.log (1 + 1 / z) = L
  field_simp
  ring
```

At u = 1 + z, ℓ(u − z) = ℓ(1) = 0 and ℓ(1 + 2z) = −4z(1 + z) ln(1 + 1/z). Thus F = −h(z)/2 and

ε = 1 − c h(z)/(2z²).

```lean
/-- `h` is positive at every positive wavevector. -/
theorem edgeFn_pos {z : ℝ} (hz : 0 < z) : 0 < edgeFn z := by
  have b := Real.le_log_one_add_of_nonneg (x := 1 / z) (by positivity)
  have e : 2 * (1 / z) / (1 / z + 2) = 2 / (1 + 2 * z) := by field_simp
  rw [e] at b
  have a : 1 < (1 + z) * (2 / (1 + 2 * z)) := by
    rw [← mul_div_assoc, lt_div_iff₀ (by positivity)]
    linarith
  have m := mul_le_mul_of_nonneg_left b (by positivity : 0 ≤ 1 + z)
  unfold edgeFn
  linarith
```

From ln(1 + 1/z) ≥ 2/(1 + 2z) follows h ≥ (2 + 2z)/(1 + 2z) − 1 > 0.

```lean
/-- `h` is strictly decreasing on the positive wavevectors. -/
theorem edgeFn_strictAntiOn : StrictAntiOn edgeFn (Ioi 0) := by
  have d : ∀ z : ℝ, 0 < z → HasDerivAt edgeFn (Real.log (1 + 1 / z) - 1 / z) z := by
    intro z hz
    have i : HasDerivAt (fun z : ℝ => 1 + 1 / z) (-(z ^ 2)⁻¹) z := by
      simpa using (hasDerivAt_inv hz.ne').const_add 1
    have p := (((hasDerivAt_id' z).const_add 1).fun_mul
      (i.log (by positivity))).sub_const 1
    have q : (1 + z) * (-(z ^ 2)⁻¹ / (1 + 1 / z)) = -(1 / z) := by
      have h : 1 + 1 / z ≠ 0 := by positivity
      rw [← mul_div_assoc, div_eq_iff h]
      linear_combination (-z⁻¹) * mul_inv_cancel₀ hz.ne'
    exact p.congr_deriv (by linear_combination q)
  apply strictAntiOn_of_deriv_neg (convex_Ioi 0)
  · exact fun z hz => (d z hz).continuousAt.continuousWithinAt
  · intro z hz
    rw [interior_Ioi, mem_Ioi] at hz
    have p : 0 < 1 / z := by positivity
    have b := Real.log_lt_sub_one_of_pos (by positivity : 0 < 1 + 1 / z) (by linarith)
    rw [(d z hz).deriv]
    linarith
```

The derivative is h′ = ln(1 + 1/z) − 1/z, negative because ln(1 + s) < s for s > 0.

```lean
/-- `h` grows without bound as the wavevector tends to zero from above. -/
theorem edgeFn_tendsto : Tendsto edgeFn (𝓝[>] 0) atTop := by
  have t : Tendsto (fun z : ℝ => Real.log z⁻¹ + -1) (𝓝[>] 0) atTop :=
    tendsto_atTop_add_const_right _ (-1) (Real.tendsto_log_atTop.comp tendsto_inv_nhdsGT_zero)
  refine tendsto_atTop_mono' _ ?_ t
  filter_upwards [self_mem_nhdsWithin] with z hz
  have hz : 0 < z := hz
  have p : 0 < 1 / z := by positivity
  have a : Real.log z⁻¹ ≤ Real.log (1 + 1 / z) :=
    Real.log_le_log (by positivity) (by rw [← one_div]; linarith)
  have b := mul_nonneg hz.le (Real.log_nonneg (by linarith : 1 ≤ 1 + 1 / z))
  unfold edgeFn
  linarith
```

`𝓝[>] 0` means approach to 0 from above, and `atTop` means growth to +∞. Here h(z) ≥ ln(1/z) − 1.

```lean
/-- For every coupling `c > 0` exactly one positive wavevector solves `2 z² = c h(z)`. -/
theorem existsUnique_critical {c : ℝ} (hc : 0 < c) :
    ∃! z, 0 < z ∧ 2 * z ^ 2 = c * edgeFn z := by
  have m : ∀ᶠ z in 𝓝[>] (0 : ℝ), z ∈ Ioo (0 : ℝ) 1 := Ioo_mem_nhdsGT one_pos
  obtain ⟨a, ha, a0, a1⟩ := ((edgeFn_tendsto.eventually_gt_atTop (2 / c)).and m).exists
  rw [div_lt_iff₀ hc] at ha
  have hb : edgeFn (1 + c) ≤ 1 := by
    have l := Real.log_le_sub_one_of_pos (by positivity : 0 < 1 + 1 / (1 + c))
    have n := mul_le_mul_of_nonneg_left l (by positivity : 0 ≤ 1 + (1 + c))
    have e : (1 + (1 + c)) * (1 + 1 / (1 + c) - 1) = 1 + 1 / (1 + c) := by
      have h : 1 + c ≠ 0 := by positivity
      rw [add_sub_cancel_left, add_mul, one_mul, mul_one_div_cancel h]
      ring
    have r : 1 / (1 + c) ≤ 1 := by
      rw [div_le_one (by positivity)]
      linarith
    unfold edgeFn
    linarith
  have cont : ContinuousOn (fun z => 2 * z ^ 2 - c * edgeFn z) (Icc a (1 + c)) := by
    intro z hz
    have z0 : 0 < z := a0.trans_le hz.1
    have h1 : z ≠ 0 := z0.ne'
    have h2 : 1 + 1 / z ≠ 0 := by positivity
    apply ContinuousAt.continuousWithinAt
    unfold edgeFn
    fun_prop (disch := assumption)
  obtain ⟨z, hz, e⟩ := intermediate_value_Icc (by linarith : a ≤ 1 + c) cont
    (show (0 : ℝ) ∈ Icc _ _ from ⟨by nlinarith, by nlinarith⟩)
  have z0 : 0 < z := a0.trans_le hz.1
  dsimp only at e
  refine ⟨z, ⟨z0, by linarith⟩, ?_⟩
  rintro y ⟨y0, hy⟩
  -- the left side increases while the right side decreases
  rcases lt_trichotomy y z with h | h | h
  · have := mul_lt_mul_of_pos_left (edgeFn_strictAntiOn y0 z0 h) hc
    nlinarith
  · exact h
  · have := mul_lt_mul_of_pos_left (edgeFn_strictAntiOn z0 y0 h) hc
    nlinarith
```

`∃!` means "exactly one". Let g(z) = 2z² − c h(z). Some a in (0, 1) has h(a) > 2/c, so g(a) < 2 − 2 = 0. At b = 1 + c, h(b) ≤ 1/b ≤ 1, so g(b) ≥ 2(1 + c)² − c > 0. The intermediate value theorem gives a root; strict increase of g makes it unique. The hypothesis c > 0 matters: at c = 0 the equation reads 2z² = 0, which has no positive solution.

```lean
/-- For every `r_s > 0` there is a critical wavevector `zc`: the dielectric function vanishes on
the upper continuum edge only at `zc`, and it has a zero above the continuum exactly for
`z < zc`. -/
theorem plasmon_critical_wavevector {rs : ℝ} (hrs : 0 < rs) :
    ∃ zc, 0 < zc ∧ ∀ z, 0 < z →
      (eps (coupling rs) z (1 + z) = 0 ↔ z = zc) ∧
      ((∃ u, 1 + z < u ∧ eps (coupling rs) z u = 0) ↔ z < zc) := by
  have hc : 0 < coupling rs := by
    unfold coupling
    positivity
  generalize coupling rs = c at hc ⊢
  obtain ⟨zc, ⟨h0, hcrit⟩, uniq⟩ := existsUnique_critical hc
  refine ⟨zc, h0, fun z hz => ?_⟩
  have z2 : 0 < 2 * z ^ 2 := by positivity
  have zero : eps c z (1 + z) = 0 ↔ z = zc := by
    rw [eps_edge c hz, sub_eq_zero, eq_div_iff z2.ne', one_mul]
    exact ⟨fun h => uniq z ⟨hz, h⟩, fun h => by rw [h]; exact hcrit⟩
  have neg : eps c z (1 + z) < 0 ↔ z < zc := by
    rw [eps_edge c hz, sub_neg, lt_div_iff₀ z2, one_mul]
    constructor
    · intro h
      by_contra hn
      have := mul_le_mul_of_nonneg_left
        (edgeFn_strictAntiOn.antitoneOn h0 hz (not_lt.1 hn)) hc.le
      nlinarith [not_lt.1 hn]
    · intro h
      have := mul_lt_mul_of_pos_left (edgeFn_strictAntiOn hz h0 h) hc
      nlinarith
  refine ⟨zero, ?_⟩
  rw [← neg]
  constructor
  · rintro ⟨u, hu, e⟩
    have := eps_strictMonoOn hc hz (mem_Ici.2 le_rfl) (mem_Ici.2 hu.le) hu
    linarith
  · -- a negative edge value and a positive value above it enclose a zero
    intro h
    obtain ⟨v, hv, pv⟩ := eps_pos_above hc hz
    have cont : Continuous (eps c z) := by
      have := lobe_continuous
      unfold eps lindhard
      fun_prop
    obtain ⟨u, hu, e⟩ := intermediate_value_Icc hv.le cont.continuousOn
      (show (0 : ℝ) ∈ Icc _ _ from ⟨h.le, pv.le⟩)
    refine ⟨u, lt_of_le_of_ne hu.1 ?_, e⟩
    intro q
    rw [q, e] at h
    exact lt_irrefl _ h

end

end RPAPlasmonCriticalWavevector
```

For each r_s > 0 there is one z_c > 0 such that, for all z > 0, ε vanishes on the edge only at z = z_c, and has a zero above it exactly when z < z_c.

By the edge formula, ε(edge) < 0 is equivalent to g(z) < 0, that is, z < z_c. A negative edge value and the positive value found higher up enclose a zero. Conversely, a zero above the edge forces a negative edge value, since ε increases.

Within the RPA, the sharp plasmon line in the loss function −Im(1/ε) therefore ends at q = 2k_F z_c; damping by multiple pair excitations, absent from this model, can broaden the line before that.

```lean
#print axioms RPAPlasmonCriticalWavevector.edgeFn_pos
#print axioms RPAPlasmonCriticalWavevector.plasmon_critical_wavevector
```

```
'RPAPlasmonCriticalWavevector.edgeFn_pos' depends on axioms: [propext, Classical.choice, Quot.sound]
'RPAPlasmonCriticalWavevector.plasmon_critical_wavevector' depends on axioms: [propext, Classical.choice, Quot.sound]
```
